# Spin-flip parity separates triplets from singlets and quintets for four spins 1/2 with M = 0

## States as amplitudes on configurations

A state of $N$ spins 1/2 can be a vector in a tensor product or a list of amplitudes in the up/down basis. We take the second: `State N` is the type of functions from configurations `Fin N → Bool` to $\mathbb C$, with `true` for up (a) and `false` for down (b). Spin operators then become formulas for amplitudes.

For a configuration $s$, let $\sigma_i=\pm1$ be the orientation of spin $i$ (`sgn (s i)`), $s^{i}$ the configuration with spin $i$ reversed (`flipAt`), and $\bar s$ the one with all spins reversed (`opposite`). With $\mathrm i$ the imaginary unit and $\hbar=1$,

$$(S_x\psi)(s)=\tfrac12\sum_i\psi(s^{i}),\quad (S_y\psi)(s)=-\tfrac{\mathrm i}{2}\sum_i\sigma_i\,\psi(s^{i}),\quad (S_z\psi)(s)=\tfrac12\sum_i\sigma_i\,\psi(s).$$

`spinSq` is $S^2=S_x^2+S_y^2+S_z^2$, and the global flip `spinFlip` is $(F\psi)(s)=\psi(\bar s)$. The condition $M=0$ is written `spinZ ψ = 0`. States need not be normalised, and the zero state is allowed.

## The flip commutes with the total spin

Reversing all spins commutes with reversing one, but changes the sign of every $\sigma_i$. Hence

$$S_xF=FS_x,\qquad S_yF=-FS_y,\qquad S_zF=-FS_z.$$

The signs cancel in the squares, so $S^2F=FS^2$. If $S_z\psi=0$, then $S_zF\psi=-FS_z\psi=0$. This is `spinFlip_symmetry`, valid for every $N$; for odd $N$ only the zero state has $M=0$.

## Four spins: one formula for S²

If $S_z\psi=0$, then $\psi(s)=0$ unless $\sum_i\sigma_i=0$. For $N=4$ this leaves six balanced configurations; let $Q$ be their sum, each with amplitude 1.

In $S_x^2+S_y^2$, the terms with $i=j$ give $4(\tfrac14+\tfrac14)\psi(s)=2\psi(s)$. The terms with $i\ne j$ carry the factor $\tfrac14(1-\sigma_i\sigma_j)$, so only antiparallel pairs contribute. Each such pair occurs in two orders and exchanges its spins with total weight 1. From a balanced $s$, the four exchanges reach every balanced configuration except $s$ and $\bar s$. With $A=\sum_t\psi(t)$,

$$(S^2\psi)(s)=2\psi(s)+A-\psi(s)-\psi(\bar s),\qquad\text{so}\qquad S^2\psi=\psi-F\psi+A\,Q.$$

On unbalanced configurations both sides vanish, since exchanges preserve $M$.

## Odd states are the triplets

Let $N=4$ and $S_z\psi=0$. If $F\psi=-\psi$, summing amplitudes gives $A=-A$, so $A=0$ and $S^2\psi=2\psi$. Conversely, $S^2\psi=2\psi$ gives $\psi+F\psi=-(\psi-F\psi)+2\psi=A\,Q$. Summing both sides yields $2A=6A$, hence $A=0$ and $F\psi=-\psi$. The theorem `odd_iff_triplet` states this equivalence; the value $2=S(S+1)$ belongs to $S=1$.

## Even states mix singlets and quintets

An even state with $M=0$ has the form

$$E(x,y,z)=x(aabb+bbaa)+y(abab+baba)+z(abba+baab),$$

which is `evenState x y z`. Here $F\psi=\psi$ and $A=2(x+y+z)$, so $S^2E(x,y,z)=2(x+y+z)\,Q$, with $Q=E(1,1,1)$. Thus $E(1,-1,0)$ and $E(0,1,-1)$ have eigenvalue 0 and are singlets ($S=0$), and $Q$ has eigenvalue 6 and is a quintet state ($S=2$). With $m=(x+y+z)/3$,

$$E(x,y,z)=(x-m)\,E(1,-1,0)+(m-z)\,E(0,1,-1)+m\,Q.$$

Comparing the three amplitudes shows that the coefficients are unique. `even_spectrum` contains the three eigenvalue equations and this unique expansion.

For $abab+baba=E(0,1,0)$ we have $m=\tfrac13$, and the state splits into

$$E(-\tfrac13,\tfrac23,-\tfrac13)+\tfrac13Q.$$

The first part is a singlet, orthogonal to $Q$ because its amplitudes sum to zero. The squared norms are $\tfrac43$ and $\tfrac23$, out of a total of 2, so the quintet weight is $\tfrac13$. The normalised state $(abab+baba)/\sqrt2$ has the same weight. `quintet_weight` states the splitting, the norm ratio and $S^2E(0,1,0)\neq0$.

## A numerical instance

Take $E(1,2,0)$. Then $m=1$, the coefficients are $0,1,1$, and indeed $E(1,2,0)=E(0,1,-1)+Q$. Applying $S^2$ gives $6Q$. The squared norms are $4$ for the singlet part and $6$ for the quintet part, out of $10$, so the quintet weight is $\tfrac35$.

## Bearing on configuration interaction

For four singly occupied orbitals with $M=0$, selecting even flip parity in a determinant expansion removes triplets but leaves quintets in. The model contains only the spin degrees of freedom of these four electrons: it has no Hamiltonian and no orbital part, and the spectral statements are for $N=4$ and $M=0$ only.

## The Lean file

```lean
import Mathlib

noncomputable section

namespace SpinFlipSymmetry

variable {N : ℕ}

/-- A state of `N` spins 1/2: an amplitude for each configuration (`true` is up, `false` is down). -/
abbrev State (N : ℕ) := (Fin N → Bool) → ℂ

/-- The eigenvalue of the Pauli matrix `σ_z`: `1` for up and `-1` for down. -/
def sgn : Bool → ℂ
  | true => 1
  | false => -1

/-- The configuration with spin `i` reversed. -/
def flipAt (i : Fin N) (s : Fin N → Bool) : Fin N → Bool := Function.update s i (!s i)

/-- The configuration with all spins reversed. -/
def opposite (s : Fin N → Bool) : Fin N → Bool := fun i => !s i

/-- The global flip `F`, which applies `σ_x` to every spin. -/
def spinFlip (ψ : State N) : State N := fun s => ψ (opposite s)

/-- The x component of the total spin, in units of ħ. -/
def spinX (ψ : State N) : State N := fun s => ∑ i, (1 / 2) * ψ (flipAt i s)

/-- The y component of the total spin, in units of ħ. -/
def spinY (ψ : State N) : State N :=
  fun s => ∑ i, (-Complex.I / 2 * sgn (s i)) * ψ (flipAt i s)

/-- The z component of the total spin, in units of ħ. -/
def spinZ (ψ : State N) : State N := fun s => ∑ i, (1 / 2 * sgn (s i)) * ψ s

/-- The square of the total spin, `S² = S_x² + S_y² + S_z²`. -/
def spinSq (ψ : State N) : State N :=
  spinX (spinX ψ) + spinY (spinY ψ) + spinZ (spinZ ψ)

/-- The four-spin state `x (aabb + bbaa) + y (abab + baba) + z (abba + baab)`,
with a for up and b for down. -/
def evenState (x y z : ℂ) : State 4 := fun s =>
  match s 0, s 1, s 2, s 3 with
  | true, true, false, false => x
  | false, false, true, true => x
  | true, false, true, false => y
  | false, true, false, true => y
  | true, false, false, true => z
  | false, true, true, false => z
  | _, _, _, _ => 0

/-- The squared norm of a state. -/
def sqNorm (ψ : State N) : ℝ := ∑ s, Complex.normSq (ψ s)

/-- For any number of spins the global flip commutes with `S²`, and it maps states with
`M = 0` to states with `M = 0`. -/
theorem spinFlip_symmetry (ψ : State N) :
    spinSq (spinFlip ψ) = spinFlip (spinSq ψ) ∧
      (spinZ ψ = 0 → spinZ (spinFlip ψ) = 0) := by
  have ho : ∀ (i : Fin N) (s : Fin N → Bool),
      flipAt i (opposite s) = opposite (flipAt i s) := by
    intro i s
    funext j
    by_cases h : j = i
    · subst h
      simp [flipAt, opposite]
    · simp [flipAt, opposite, h]
  have hs : ∀ (s : Fin N → Bool) (i : Fin N), sgn (opposite s i) = -sgn (s i) := by
    intro s i
    simp only [opposite]
    cases s i <;> simp [sgn]
  -- F commutes with S_x and anticommutes with S_y and S_z
  have hx : ∀ φ : State N, spinX (spinFlip φ) = spinFlip (spinX φ) := by
    intro φ
    funext s
    simp only [spinX, spinFlip, ho]
  have hy : ∀ φ : State N, spinY (spinFlip φ) = -spinFlip (spinY φ) := by
    intro φ
    funext s
    simp only [spinY, spinFlip, ho, Pi.neg_apply, ← Finset.sum_neg_distrib]
    refine Finset.sum_congr rfl fun i _ => ?_
    rw [hs]
    ring
  have hz : ∀ φ : State N, spinZ (spinFlip φ) = -spinFlip (spinZ φ) := by
    intro φ
    funext s
    simp only [spinZ, spinFlip, Pi.neg_apply, ← Finset.sum_neg_distrib]
    refine Finset.sum_congr rfl fun i _ => ?_
    rw [hs]
    ring
  have ny : ∀ φ : State N, spinY (-φ) = -spinY φ := by
    intro φ
    funext s
    simp [spinY]
  have nz : ∀ φ : State N, spinZ (-φ) = -spinZ φ := by
    intro φ
    funext s
    simp [spinZ]
  constructor
  · unfold spinSq
    rw [hx ψ, hx (spinX ψ), hy ψ, ny, hy (spinY ψ), hz ψ, nz, hz (spinZ ψ), neg_neg, neg_neg]
    rfl
  · intro h
    rw [hz, h]
    funext s
    simp [spinFlip]

/-- A state with `M = 0` has no amplitude on a configuration with unequal numbers of up and
down spins. -/
theorem amplitude_eq_zero {ψ : State N} (h : spinZ ψ = 0) (s : Fin N → Bool)
    (k : ∑ i, sgn (s i) ≠ 0) : ψ s = 0 := by
  have e := congrFun h s
  simp only [spinZ, Pi.zero_apply] at e
  rw [← Finset.sum_mul, ← Finset.mul_sum] at e
  exact (mul_eq_zero.mp e).resolve_left (mul_ne_zero (by norm_num) k)

/-- Two four-spin states are equal if their amplitudes agree on all configurations `abcd`. -/
theorem ext_four {φ χ : State 4}
    (h : ∀ a b c d : Bool, φ ![a, b, c, d] = χ ![a, b, c, d]) : φ = χ := by
  funext s
  have e : s = ![s 0, s 1, s 2, s 3] := by
    funext i
    fin_cases i <;> rfl
  rw [e]
  exact h _ _ _ _

/-- A sum over four-spin configurations is a sum over the orientation of each spin. -/
theorem sum_four {M : Type*} [AddCommMonoid M] (f : (Fin 4 → Bool) → M) :
    ∑ t, f t = ∑ a : Bool, ∑ b : Bool, ∑ c : Bool, ∑ d : Bool, f ![a, b, c, d] := by
  let e : Bool × Bool × Bool × Bool ≃ (Fin 4 → Bool) :=
    { toFun := fun p => ![p.1, p.2.1, p.2.2.1, p.2.2.2]
      invFun := fun s => (s 0, s 1, s 2, s 3)
      left_inv := fun _ => rfl
      right_inv := fun s => by
        funext i
        fin_cases i <;> rfl }
  have h := e.sum_comp f
  simp only [Fintype.sum_prod_type] at h
  exact h.symm

/-- On four-spin states with `M = 0`, `S²` is the identity minus the flip, plus the sum of all
amplitudes times the sum of the six `M = 0` configurations, each with amplitude 1. -/
theorem spinSq_four (ψ : State 4) (h : spinZ ψ = 0) :
    spinSq ψ = ψ - spinFlip ψ + (∑ t, ψ t) • evenState 1 1 1 := by
  have f : ∀ a b c d : Bool, flipAt 0 ![a, b, c, d] = ![!a, b, c, d] ∧
      flipAt 1 ![a, b, c, d] = ![a, !b, c, d] ∧ flipAt 2 ![a, b, c, d] = ![a, b, !c, d] ∧
      flipAt 3 ![a, b, c, d] = ![a, b, c, !d] := by
    intro a b c d
    refine ⟨?_, ?_, ?_, ?_⟩ <;> funext i <;> fin_cases i <;> rfl
  have o : ∀ a b c d : Bool, opposite ![a, b, c, d] = ![!a, !b, !c, !d] := by
    intro a b c d
    funext i
    fin_cases i <;> rfl
  have z : ∀ a b c d : Bool, sgn a + sgn b + sgn c + sgn d ≠ 0 → ψ ![a, b, c, d] = 0 :=
    fun a b c d k => amplitude_eq_zero h _ (by rw [Fin.sum_univ_four]; exact k)
  -- the ten configurations with M ≠ 0
  have z0 := z true true true true (by norm_num [sgn])
  have z1 := z false true true true (by norm_num [sgn])
  have z2 := z true false true true (by norm_num [sgn])
  have z3 := z true true false true (by norm_num [sgn])
  have z4 := z true true true false (by norm_num [sgn])
  have z5 := z true false false false (by norm_num [sgn])
  have z6 := z false true false false (by norm_num [sgn])
  have z7 := z false false true false (by norm_num [sgn])
  have z8 := z false false false true (by norm_num [sgn])
  have z9 := z false false false false (by norm_num [sgn])
  -- the imaginary units in S_y² combine to a real sign
  have y : ∀ s, spinY (spinY ψ) s = ∑ i, ∑ j,
      (-1 / 4 * sgn (s i) * sgn (flipAt i s j)) * ψ (flipAt j (flipAt i s)) := by
    intro s
    simp only [spinY, Finset.mul_sum]
    refine Finset.sum_congr rfl fun i _ => Finset.sum_congr rfl fun j _ => ?_
    linear_combination
      (sgn (s i) * sgn (flipAt i s j) * ψ (flipAt j (flipAt i s)) / 4) * Complex.I_sq
  refine ext_four fun a b c d => ?_
  cases a <;> cases b <;> cases c <;> cases d <;>
    simp only [spinSq, Pi.add_apply, Pi.sub_apply, Pi.smul_apply, smul_eq_mul, y, spinX, spinZ,
      spinFlip, sum_four, Fintype.sum_bool, Fin.sum_univ_four, f, o, Matrix.cons_val,
      Bool.not_true, Bool.not_false, sgn, evenState, z0, z1, z2, z3, z4, z5, z6, z7, z8, z9] <;>
    ring

/-- A four-spin state with `M = 0` is odd under the flip exactly when `S²` acts on it as `2`. -/
theorem odd_iff_triplet (ψ : State 4) (h : spinZ ψ = 0) :
    spinFlip ψ = -ψ ↔ spinSq ψ = (2 : ℂ) • ψ := by
  have inv : Function.Involutive (opposite (N := 4)) :=
    fun s => funext fun i => Bool.not_not (s i)
  have s1 : ∑ t, spinFlip ψ t = ∑ t, ψ t := Equiv.sum_comp inv.toPerm ψ
  have s2 : ∑ t, evenState 1 1 1 t = 6 := by
    rw [sum_four]
    simp only [Fintype.sum_bool, evenState, Matrix.cons_val]
    norm_num
  rw [spinSq_four ψ h]
  constructor
  · intro hF
    have c : ∑ t, ψ t = 0 := by
      rw [hF] at s1
      simp only [Pi.neg_apply, Finset.sum_neg_distrib] at s1
      linear_combination (-1 / 2) * s1
    rw [hF, c]
    module
  · intro hS
    have p : ∀ t, ψ t + spinFlip ψ t = (∑ u, ψ u) * evenState 1 1 1 t := by
      intro t
      have e := congrFun hS t
      simp only [Pi.add_apply, Pi.sub_apply, Pi.smul_apply, smul_eq_mul] at e
      linear_combination (-1) * e
    -- summing over all configurations shows that the amplitudes add up to zero
    have c : ∑ t, ψ t = 0 := by
      have e := Finset.sum_congr rfl (fun t (_ : t ∈ Finset.univ) => p t)
      rw [Finset.sum_add_distrib, ← Finset.mul_sum, s1, s2] at e
      linear_combination (-1 / 4) * e
    funext t
    have e := p t
    rw [c] at e
    simp only [Pi.neg_apply]
    linear_combination e

/-- The four-spin states with `M = 0` that are even under the flip are exactly the combinations
of `aabb + bbaa`, `abab + baba` and `abba + baab`. -/
theorem even_iff {ψ : State 4} :
    (spinZ ψ = 0 ∧ spinFlip ψ = ψ) ↔ ∃ x y z, ψ = evenState x y z := by
  constructor
  · rintro ⟨h, hF⟩
    refine ⟨ψ ![true, true, false, false], ψ ![true, false, true, false],
      ψ ![true, false, false, true], ext_four fun a b c d => ?_⟩
    have q : ψ ![!a, !b, !c, !d] = ψ ![a, b, c, d] := by
      have e : opposite ![a, b, c, d] = ![!a, !b, !c, !d] := by
        funext i
        fin_cases i <;> rfl
      rw [← e]
      exact congrFun hF _
    -- a chosen amplitude, its mirror image, or a configuration with M ≠ 0
    cases a <;> cases b <;> cases c <;> cases d <;>
      first
      | rfl
      | exact q.symm
      | exact amplitude_eq_zero h _ (by
          simp only [Fin.sum_univ_four, Matrix.cons_val]
          norm_num [sgn])
  · rintro ⟨x, y, z, rfl⟩
    constructor
    · refine ext_four fun a b c d => ?_
      cases a <;> cases b <;> cases c <;> cases d <;>
        simp only [spinZ, Fin.sum_univ_four, evenState, Matrix.cons_val, sgn, Pi.zero_apply] <;>
        ring
    · refine ext_four fun a b c d => ?_
      cases a <;> cases b <;> cases c <;> cases d <;> rfl

/-- `S²` sends the even state with amplitudes `x, y, z` to `2 (x + y + z)` times the sum of the six
`M = 0` configurations, each with amplitude 1. -/
theorem spinSq_even (x y z : ℂ) :
    spinSq (evenState x y z) = (2 * (x + y + z)) • evenState 1 1 1 := by
  obtain ⟨h, hF⟩ := even_iff.mpr ⟨x, y, z, rfl⟩
  have c : ∑ t, evenState x y z t = 2 * (x + y + z) := by
    rw [sum_four]
    simp only [Fintype.sum_bool, evenState, Matrix.cons_val]
    ring
  rw [spinSq_four _ h, hF, sub_self, zero_add, c]

/-- On the four-spin states with `M = 0` that are even under the flip, `S²` has the eigenvalues
0, 0, 6: three explicit eigenvectors are given, and each such state is a unique combination
of them. -/
theorem even_spectrum :
    spinSq (evenState 1 (-1) 0) = 0 ∧ spinSq (evenState 0 1 (-1)) = 0 ∧
    spinSq (evenState 1 1 1) = (6 : ℂ) • evenState 1 1 1 ∧
    ∀ ψ : State 4, spinZ ψ = 0 → spinFlip ψ = ψ → ∃! c : Fin 3 → ℂ,
      ψ = c 0 • evenState 1 (-1) 0 + c 1 • evenState 0 1 (-1) + c 2 • evenState 1 1 1 := by
  refine ⟨by rw [spinSq_even]; norm_num, by rw [spinSq_even]; norm_num,
    by rw [spinSq_even]; norm_num, ?_⟩
  intro ψ h hF
  obtain ⟨x, y, z, rfl⟩ := even_iff.mp ⟨h, hF⟩
  refine ⟨![x - (x + y + z) / 3, (x + y + z) / 3 - z, (x + y + z) / 3], ?_, ?_⟩
  · refine ext_four fun a b c d => ?_
    cases a <;> cases b <;> cases c <;> cases d <;>
      simp only [evenState, Matrix.cons_val, Pi.add_apply, Pi.smul_apply, smul_eq_mul] <;>
      ring
  · intro c hc
    -- three amplitudes determine the three coefficients
    have h1 := congrFun hc ![true, true, false, false]
    have h2 := congrFun hc ![true, false, true, false]
    have h3 := congrFun hc ![true, false, false, true]
    simp only [evenState, Matrix.cons_val, Pi.add_apply, Pi.smul_apply, smul_eq_mul] at h1 h2 h3
    funext i
    fin_cases i
    · change c 0 = x - (x + y + z) / 3
      linear_combination -h1 + (h1 + h2 + h3) / 3
    · change c 1 = (x + y + z) / 3 - z
      linear_combination h3 - (h1 + h2 + h3) / 3
    · change c 2 = (x + y + z) / 3
      linear_combination -(h1 + h2 + h3) / 3

/-- The state `abab + baba` is the sum of a state with `S² = 0` and a state with `S² = 6`; the
latter carries one third of the squared norm, and `S²` does not annihilate `abab + baba`. -/
theorem quintet_weight :
    evenState 0 1 0 = evenState (-1 / 3) (2 / 3) (-1 / 3) + (1 / 3 : ℂ) • evenState 1 1 1 ∧
    spinSq (evenState (-1 / 3) (2 / 3) (-1 / 3)) = 0 ∧
    spinSq ((1 / 3 : ℂ) • evenState 1 1 1) = (6 : ℂ) • ((1 / 3 : ℂ) • evenState 1 1 1) ∧
    sqNorm ((1 / 3 : ℂ) • evenState 1 1 1) = 1 / 3 * sqNorm (evenState 0 1 0) ∧
    spinSq (evenState 0 1 0) ≠ 0 := by
  have e : (1 / 3 : ℂ) • evenState 1 1 1 = evenState (1 / 3) (1 / 3) (1 / 3) := by
    refine ext_four fun a b c d => ?_
    cases a <;> cases b <;> cases c <;> cases d <;>
      simp only [evenState, Matrix.cons_val, Pi.smul_apply, smul_eq_mul] <;> ring
  refine ⟨?_, by rw [spinSq_even]; norm_num, ?_, ?_, ?_⟩
  · refine ext_four fun a b c d => ?_
    cases a <;> cases b <;> cases c <;> cases d <;>
      simp only [evenState, Matrix.cons_val, Pi.add_apply, Pi.smul_apply, smul_eq_mul] <;>
      ring
  · rw [e, spinSq_even, ← e]
    module
  · simp only [sqNorm, sum_four, Fintype.sum_bool, Pi.smul_apply, smul_eq_mul, evenState,
      Matrix.cons_val]
    norm_num
  · intro h
    rw [spinSq_even] at h
    have k := congrFun h ![true, true, false, false]
    simp only [evenState, Matrix.cons_val, Pi.smul_apply, smul_eq_mul, Pi.zero_apply] at k
    norm_num at k

end SpinFlipSymmetry
```

```lean
#print axioms SpinFlipSymmetry.spinSq_four
#print axioms SpinFlipSymmetry.odd_iff_triplet
#print axioms SpinFlipSymmetry.even_spectrum
#print axioms SpinFlipSymmetry.quintet_weight
```

```
'SpinFlipSymmetry.spinSq_four' depends on axioms: [propext, Classical.choice, Quot.sound]
'SpinFlipSymmetry.odd_iff_triplet' depends on axioms: [propext, Classical.choice, Quot.sound]
'SpinFlipSymmetry.even_spectrum' depends on axioms: [propext, Classical.choice, Quot.sound]
'SpinFlipSymmetry.quintet_weight' depends on axioms: [propext, Classical.choice, Quot.sound]
```

## From the derivation to the proof

In `spinFlip_symmetry`, the facts `hx`, `hy` and `hz` are the three commutation rules, and a chain of rewrites moves $F$ through each square. `amplitude_eq_zero` factors $S_z\psi$ at one configuration and cancels the nonzero factor.

`spinSq_four` proves the formula for $S^2$ by evaluation instead of counting exchanges. The auxiliary fact `y` uses $\mathrm i^2=-1$ to make the coefficients of $S_y^2$ real, and `z0` to `z9` remove the ten unbalanced amplitudes.

In `odd_iff_triplet`, `s1` says that $F$ preserves the sum of amplitudes, because reversing all spins permutes the configurations, and `s2` says that the amplitudes of $Q$ sum to 6. `linear_combination` then solves the equations for $A$. `even_iff` reads off $x,y,z$ as three amplitudes and obtains the others from the flip or from $M=0$; `spinSq_even` specialises the formula. The last two theorems compare amplitudes, and $S^2E(0,1,0)\neq0$ follows from its value 2 at $aabb$.

## A closer look at `ext_four`

A configuration `s : Fin 4 → Bool` is a function, and `cases` does not split a function into its values. `ext_four` first shows that `s` equals `![s 0, s 1, s 2, s 3]`, checking the four indices with `fin_cases`. Equality of two states is thereby reduced to equality at `![a, b, c, d]` for four Boolean variables.

Splitting these variables gives sixteen goals with explicit orientations. In `spinSq_four`, `simp only` evaluates the flips, signs and sums in each goal, and `ring` settles the remaining identity between amplitudes. The companion lemma `sum_four` does the same for sums over configurations, turning them into four nested sums over `Bool`.
